# Classical cosine torsion: the ratio of the harmonic to the exact configuration integral diverges at high temperature

A torsion angle lives on a circle while a harmonic coordinate lives on a line, so the exact integral $Z(a)$ of the Boltzmann weight $e^{-a(1-\cos x)}$ is taken over one period $[-\pi,\pi]$, and the harmonic value $Z_h(a)=\sqrt{2\pi/a}$ enters as a closed formula that is then shown to be a Gaussian integral over all of $\mathbb{R}$. Here $x$ is the angle measured from the minimum and $a>0$ is a reduced inverse temperature.

```lean
import Mathlib

open Real Filter Topology MeasureTheory

namespace HinderedRotorPartition

noncomputable section

/-- Periodic torsional potential `V(x) = 1 - cos x` in reduced units. -/
def V (x : ℝ) : ℝ := 1 - cos x

/-- Boltzmann weight `exp(-a V(x))` at reduced inverse temperature `a`. -/
def weight (a x : ℝ) : ℝ := exp (-(a * V x))

/-- Classical configuration integral of the torsion over one period `[-π, π]`. -/
def Z (a : ℝ) : ℝ := ∫ x in (-π)..π, weight a x

/-- Harmonic value `√(2π/a)` of the configuration integral. -/
def Zh (a : ℝ) : ℝ := sqrt (2 * π / a)

/-- The Boltzmann weight is integrable over one period. -/
theorem weight_integrable (a : ℝ) : IntervalIntegrable (weight a) volume (-π) π := by
  have h : Continuous (weight a) := by
    unfold weight V
    fun_prop
  exact h.intervalIntegrable _ _

/-- For `a > 0` the Boltzmann weight of the harmonic well `x²/2` is integrable over the
whole line and its integral is `Zh a`. -/
theorem Zh_eq_gaussian {a : ℝ} (ha : 0 < a) :
    Integrable (fun x : ℝ => exp (-(a / 2) * x ^ 2)) ∧
      ∫ x : ℝ, exp (-(a / 2) * x ^ 2) = Zh a := by
  refine ⟨integrable_exp_neg_mul_sq (by positivity), ?_⟩
  have h : π / (a / 2) = 2 * π / a := by
    field_simp
  rw [integral_gaussian, h, Zh]

/-- For `a ≥ 0` the configuration integral lies between `2π exp(-2a)` and the
free-rotor value `2π`. -/
theorem Z_bounds {a : ℝ} (ha : 0 ≤ a) :
    2 * π * exp (-(2 * a)) ≤ Z a ∧ Z a ≤ 2 * π := by
  have hle : -π ≤ π := by linarith [pi_pos]
  have hc : ∀ c : ℝ, ∫ _x in (-π)..π, c = 2 * π * c := fun c => by
    rw [intervalIntegral.integral_const, smul_eq_mul]
    ring
  constructor
  · -- the potential never exceeds 2
    rw [← hc]
    refine intervalIntegral.integral_mono_on hle
      (continuous_const.intervalIntegrable _ _) (weight_integrable a) fun x _ => ?_
    unfold weight V
    have h : 0 ≤ a * (1 + cos x) := mul_nonneg ha (by linarith [neg_one_le_cos x])
    exact exp_le_exp.mpr (by nlinarith)
  · -- the potential is nonnegative
    have h1 : Z a ≤ ∫ _x in (-π)..π, (1 : ℝ) := by
      refine intervalIntegral.integral_mono_on hle (weight_integrable a)
        (continuous_const.intervalIntegrable _ _) fun x _ => ?_
      unfold weight V
      have h : 0 ≤ a * (1 - cos x) := mul_nonneg ha (by linarith [cos_le_one x])
      calc exp (-(a * (1 - cos x))) ≤ exp 0 := exp_le_exp.mpr (by linarith)
        _ = 1 := exp_zero
    rw [hc, mul_one] at h1
    exact h1

/-- For `a ≥ 0` the configuration integral is at least the harmonic integral
restricted to `[-π, π]`. -/
theorem truncated_harmonic_le_Z {a : ℝ} (ha : 0 ≤ a) :
    ∫ x in (-π)..π, exp (-(a / 2) * x ^ 2) ≤ Z a := by
  have hcont : Continuous fun x : ℝ => exp (-(a / 2) * x ^ 2) := by fun_prop
  refine intervalIntegral.integral_mono_on (by linarith [pi_pos])
    (hcont.intervalIntegrable _ _) (weight_integrable a) fun x _ => ?_
  unfold weight V
  have h0 : 1 - x ^ 2 / 2 ≤ cos x := one_sub_sq_div_two_le_cos
  have h : 0 ≤ a * (cos x - (1 - x ^ 2 / 2)) := mul_nonneg ha (by linarith)
  exact exp_le_exp.mpr (by nlinarith)

/-- On `|x| ≤ π` the torsional potential lies above the parabola `2x²/π²`. -/
theorem parabola_le_V {x : ℝ} (hx : |x| ≤ π) : 2 / π ^ 2 * x ^ 2 ≤ V x := by
  have hπ := pi_pos
  have h0 := abs_nonneg x
  -- Jordan's inequality at the half angle
  have h1 : 2 / π * (|x| / 2) ≤ sin (|x| / 2) := mul_le_sin (by linarith) (by linarith)
  have h2 := cos_two_mul (|x| / 2)
  have h2' : 2 * (|x| / 2) = |x| := by ring
  rw [h2', cos_abs] at h2
  have h3 : (2 / π * (|x| / 2)) ^ 2 ≤ sin (|x| / 2) ^ 2 :=
    pow_le_pow_left₀ (by positivity) h1 2
  have h4 : 2 * (2 / π * (|x| / 2)) ^ 2 = 2 / π ^ 2 * x ^ 2 := by
    rw [← sq_abs x]
    ring
  have h5 := sin_sq_add_cos_sq (|x| / 2)
  unfold V
  linarith

/-- For `a > 0` the configuration integral is at most `π/2` times the harmonic value. -/
theorem Z_le_half_pi_Zh {a : ℝ} (ha : 0 < a) : Z a ≤ π / 2 * Zh a := by
  have hπ := pi_pos
  have hle : -π ≤ π := by linarith
  have hb : 0 < 2 * a / π ^ 2 := by positivity
  have hcont : Continuous fun x : ℝ => exp (-(2 * a / π ^ 2) * x ^ 2) := by fun_prop
  have hs : π / (2 * a / π ^ 2) = (π / 2) ^ 2 * (2 * π / a) := by
    field_simp
  calc Z a ≤ ∫ x in (-π)..π, exp (-(2 * a / π ^ 2) * x ^ 2) := by
        -- replace the potential by the softer parabola
        refine intervalIntegral.integral_mono_on hle (weight_integrable a)
          (hcont.intervalIntegrable _ _) fun x hx => ?_
        have h := mul_le_mul_of_nonneg_left (parabola_le_V (abs_le.mpr hx)) ha.le
        have e : -(2 * a / π ^ 2) * x ^ 2 = -(a * (2 / π ^ 2 * x ^ 2)) := by ring
        unfold weight
        exact exp_le_exp.mpr (by rw [e]; linarith)
    _ ≤ ∫ x : ℝ, exp (-(2 * a / π ^ 2) * x ^ 2) := by
        -- extend the Gaussian to the whole line
        rw [intervalIntegral.integral_of_le hle]
        exact setIntegral_le_integral (integrable_exp_neg_mul_sq hb)
          (ae_of_all _ fun x => (exp_pos _).le)
    _ = π / 2 * Zh a := by
        rw [integral_gaussian, hs, sqrt_mul (by positivity), sqrt_sq (by positivity), Zh]

/-- For `0 < a < 1/(2π)` the harmonic value exceeds the free-rotor value `2π`. -/
theorem two_pi_lt_Zh {a : ℝ} (ha : 0 < a) (h : a < 1 / (2 * π)) : 2 * π < Zh a := by
  have hπ : 0 < 2 * π := by positivity
  have h1 : a * (2 * π) < 1 := (lt_div_iff₀ hπ).mp h
  have h2 := mul_lt_mul_of_pos_right h1 hπ
  unfold Zh
  rw [lt_sqrt hπ.le, lt_div_iff₀ ha]
  nlinarith

/-- As `a → 0⁺` the configuration integral tends to the free-rotor value `2π`. -/
theorem Z_tendsto : Tendsto Z (𝓝[>] 0) (𝓝 (2 * π)) := by
  have hc : Continuous fun a : ℝ => 2 * π * exp (-(2 * a)) := by fun_prop
  have hl : Tendsto (fun a : ℝ => 2 * π * exp (-(2 * a))) (𝓝[>] 0) (𝓝 (2 * π)) :=
    (hc.tendsto' 0 (2 * π) (by simp)).mono_left nhdsWithin_le_nhds
  refine tendsto_of_tendsto_of_tendsto_of_le_of_le' hl tendsto_const_nhds ?_ ?_
  · filter_upwards [self_mem_nhdsWithin] with a ha
    exact (Z_bounds (le_of_lt ha)).1
  · filter_upwards [self_mem_nhdsWithin] with a ha
    exact (Z_bounds (le_of_lt ha)).2

/-- As `a → 0⁺` the ratio of the harmonic value to the configuration integral diverges. -/
theorem ratio_tendsto : Tendsto (fun a => Zh a / Z a) (𝓝[>] 0) atTop := by
  have hπ : 0 < 2 * π := by positivity
  have h1 : Tendsto (fun a : ℝ => 2 * π * a⁻¹) (𝓝[>] 0) atTop :=
    Tendsto.const_mul_atTop hπ tendsto_inv_nhdsGT_zero
  have h2 : Tendsto Zh (𝓝[>] 0) atTop := by
    refine (tendsto_sqrt_atTop.comp h1).congr fun a => ?_
    simp only [Function.comp, Zh, div_eq_mul_inv]
  -- Zh / Z dominates Zh / 2π
  refine tendsto_atTop_mono' _ ?_ (h2.atTop_div_const hπ)
  filter_upwards [self_mem_nhdsWithin] with a ha
  have hb := Z_bounds (le_of_lt ha)
  have hpos : 0 < Z a := lt_of_lt_of_le (by positivity) hb.1
  exact div_le_div_of_nonneg_left (sqrt_nonneg _) hpos hb.2

/-- For `a > 0`: `Z ≤ 2π`, `Z ≤ (π/2) Zh`, and `Z < Zh` when `a < 1/(2π)`.
As `a → 0⁺`, `Z` tends to `2π` while `Zh / Z` diverges. -/
theorem harmonic_vs_rotor :
    (∀ a : ℝ, 0 < a →
      Z a ≤ 2 * π ∧ Z a ≤ π / 2 * Zh a ∧ (a < 1 / (2 * π) → Z a < Zh a)) ∧
    Tendsto Z (𝓝[>] 0) (𝓝 (2 * π)) ∧
    Tendsto (fun a => Zh a / Z a) (𝓝[>] 0) atTop :=
  ⟨fun _ ha => ⟨(Z_bounds ha.le).2, Z_le_half_pi_Zh ha,
    fun h => lt_of_le_of_lt (Z_bounds ha.le).2 (two_pi_lt_Zh ha h)⟩,
    Z_tendsto, ratio_tendsto⟩

end

end HinderedRotorPartition
```

```lean
#print axioms HinderedRotorPartition.Zh_eq_gaussian
#print axioms HinderedRotorPartition.truncated_harmonic_le_Z
#print axioms HinderedRotorPartition.ratio_tendsto
#print axioms HinderedRotorPartition.harmonic_vs_rotor
```

```
'HinderedRotorPartition.Zh_eq_gaussian' depends on axioms: [propext, Classical.choice, Quot.sound]
'HinderedRotorPartition.truncated_harmonic_le_Z' depends on axioms: [propext, Classical.choice, Quot.sound]
'HinderedRotorPartition.ratio_tendsto' depends on axioms: [propext, Classical.choice, Quot.sound]
'HinderedRotorPartition.harmonic_vs_rotor' depends on axioms: [propext, Classical.choice, Quot.sound]
```

## Three inequalities and two limits

The definitions `V`, `weight`, `Z` and `Zh` are the potential $V(x)=1-\cos x$, the weight $e^{-aV(x)}$, the integral $Z(a)=\int_{-\pi}^{\pi}e^{-aV(x)}\,dx$ and the number $Z_h(a)=\sqrt{2\pi/a}$. Both $a$ and $x$ are real numbers, and periodicity enters only through the cosine and the choice of interval.

The theorem `harmonic_vs_rotor` states that for every $a>0$
$$Z(a)\le 2\pi,\qquad Z(a)\le \frac{\pi}{2}\,Z_h(a),\qquad a<\frac{1}{2\pi}\ \Rightarrow\ Z(a)<Z_h(a),$$
and that $Z(a)\to 2\pi$ and $Z_h(a)/Z(a)\to+\infty$ as $a\to0^+$. The filter `𝓝[>] 0` restricts the approach to positive $a$, and `atTop` means divergence to $+\infty$. The one-sided approach matters for the ratio, because Lean evaluates `Zh a` to zero for $a\le0$, where the harmonic integral does not exist.

Two further theorems are not used in the main one. `Zh_eq_gaussian` justifies the name of `Zh`: for $a>0$ the function $e^{-ax^2/2}$ is integrable on the line with integral $Z_h(a)$. `truncated_harmonic_le_Z` says that for $a\ge0$ the same Gaussian, integrated over $[-\pi,\pi]$ only, lies below $Z(a)$.

## The torsion factor in a transition-state rate

Take a single internal rotation with constant moment of inertia $I$, conjugate momentum $p$ and potential $U(x)=\tfrac12U_0(1-\cos x)$, where $U_0$ is the barrier height. With Boltzmann's constant $k_B$, temperature $T$ and Planck's constant $h$, the classical partition function is
$$q=\frac1h\int dp\int_{-\pi}^{\pi}dx\;e^{-(p^2/2I+U(x))/k_BT}=\frac{\sqrt{2\pi Ik_BT}}{h}\,Z(a),\qquad a=\frac{U_0}{2k_BT}.$$
The unit of energy in `V` is therefore half the barrier, since $V(\pm\pi)=2$. The hypothesis $a>0$ stands for a positive barrier at a finite positive temperature, $a\to0^+$ is the limit of high temperature or low barrier, and $a<1/(2\pi)$ reads $k_BT>\pi U_0$. The value $2\pi$ is the configuration integral of a free rotor.

The harmonic approximation replaces $U$ by its quadratic part $\tfrac14U_0x^2$ and lets $x$ run over the line. The momentum factor is unchanged, so the harmonic partition function is $q_h=(\sqrt{2\pi Ik_BT}/h)\,Z_h(a)=k_BT/\hbar\omega$ with $\hbar=h/2\pi$ and $\omega=\sqrt{U_0/2I}$, and $q_h/q=Z_h/Z$.

In classical transition-state theory the rate constant is proportional to the partition function of the transition state divided by that of the reactant. For one separable, classical torsion of the transition state with the potential $U$ above, which has a single minimum per turn, treating it as harmonic multiplies the rate by $Z_h/Z$, and for a torsion of the reactant by the inverse. The second inequality gives $Z_h/Z\ge2/\pi$ at every temperature, so the harmonic value falls short of the exact one by at most a factor $\pi/2$, while its excess has no upper bound as $a\to0^+$. The factor $\pi/2$ is not sharp: evaluating the series of the last section numerically, outside Lean, puts the smallest value of $Z_h/Z$ near $0.85$, reached around $a\approx0.8$. The theorems concern the configuration integral alone. Rate constants, the momentum integral, coupling to other modes, an angle-dependent $I$, several minima per turn and the quantised levels of the rotor, whose partition function $q$ approximates when level spacings are small against $k_BT$, do not appear in them.

## Comparing the cosine well with constants and parabolas

Each bound on $Z$ comes from a pointwise bound on $V$, because for $a\ge0$ a larger potential gives a smaller weight. The Gaussian integral $\int_{\mathbb{R}}e^{-bx^2}dx=\sqrt{\pi/b}$ for $b>0$ is the only other input.

The curvature of $V$ at its minimum is $V''(0)=1$, so the harmonic well is $x^2/2$. Setting $b=a/2$ gives $\sqrt{\pi/(a/2)}=\sqrt{2\pi/a}=Z_h(a)$.

From $-1\le\cos x\le1$ follows $0\le V\le2$, hence $e^{-2a}\le e^{-aV(x)}\le1$, and integration over an interval of length $2\pi$ gives
$$2\pi e^{-2a}\le Z(a)\le2\pi .$$

Write $V(x)=2\sin^2(x/2)$. Since $|\sin t|\le|t|$, we have $V\le x^2/2$, so $e^{-ax^2/2}\le e^{-aV(x)}$ and $\int_{-\pi}^{\pi}e^{-ax^2/2}dx\le Z(a)$. Within one period the cosine well is softer than the harmonic one. Any excess of $Z_h$ over $Z$ is thus at most the Gaussian weight at $|x|>\pi$, which corresponds to no new configuration of the rotor.

For the opposite comparison, the sine is concave on $[0,\pi/2]$ and lies above its chord, $\sin t\ge2t/\pi$ (Jordan's inequality). For $|x|\le\pi$ put $t=|x|/2$:
$$V(x)=2\sin^2\frac{|x|}{2}\ \ge\ 2\left(\frac{|x|}{\pi}\right)^2=\frac{2x^2}{\pi^2}.$$
This parabola meets $V$ at $x=0$ and $x=\pm\pi$. Replacing $V$ by it and then extending the positive integrand to the line, with $b=2a/\pi^2$,
$$Z(a)\le\int_{-\pi}^{\pi}e^{-2ax^2/\pi^2}dx\le\sqrt{\frac{\pi^3}{2a}}=\sqrt{\frac{\pi^2}{4}\cdot\frac{2\pi}{a}}=\frac{\pi}{2}\,Z_h(a).$$

If $0<a<1/(2\pi)$, then $Z_h^2=2\pi/a>(2\pi)^2$, so $Z_h>2\pi\ge Z$.

As $a\to0^+$ the lower bound $2\pi e^{-2a}$ tends to $2\pi$, and $Z$ is squeezed to $2\pi$. Meanwhile $2\pi/a\to\infty$, so $Z_h\to\infty$, and $0<Z\le2\pi$ gives $Z_h/Z\ge Z_h/2\pi\to\infty$.

## How the lemmas carry these comparisons

`weight_integrable` follows from continuity of the weight on a closed interval. It supplies the integrability that `intervalIntegral.integral_mono_on` asks for, and that lemma is the step from a pointwise inequality on $[-\pi,\pi]$ to an inequality of integrals. In every use the pointwise goal is reduced by `exp_le_exp.mpr` to an inequality between exponents.

In `Zh_eq_gaussian`, `integral_gaussian` is the formula $\sqrt{\pi/b}$, and the identity `π / (a / 2) = 2 * π / a` brings it to the form of `Zh`. In `Z_bounds`, `hc` evaluates the integral of a constant $c$ as $2\pi c$. The lower half uses $a(1+\cos x)\ge0$, which is $V\le2$ multiplied by $a$, and the upper half uses $a(1-\cos x)\ge0$. `truncated_harmonic_le_Z` takes $V\le x^2/2$ directly from `one_sub_sq_div_two_le_cos`.

`parabola_le_V` gets Jordan's inequality from `mul_le_sin` at the angle `|x| / 2` and squares it in `h3`. The double-angle formula `h2` gives $\cos x=2\cos^2(|x|/2)-1$, `h5` converts the cosine squared into a sine squared, and `linarith` combines them. The three lines of the `calc` block in `Z_le_half_pi_Zh` are the three steps of the displayed chain: monotonicity with the softer parabola, `setIntegral_le_integral` for the extension of a nonnegative integrable function to the line, and the Gaussian formula with $\pi/b=(\pi/2)^2(2\pi/a)$ from `hs`.

`two_pi_lt_Zh` turns $2\pi<\sqrt{2\pi/a}$ into $(2\pi)^2a<2\pi$ by `lt_sqrt` and `lt_div_iff₀`, which is the hypothesis $2\pi a<1$ multiplied by $2\pi$. `Z_tendsto` is the squeeze, with continuity of $2\pi e^{-2a}$ at zero giving the limit of the lower bound, and `filter_upwards [self_mem_nhdsWithin]` making $a>0$ available so that `Z_bounds` applies. `ratio_tendsto` composes $2\pi a^{-1}\to\infty$ with the square root, and `tendsto_atTop_mono'` passes the divergence of $Z_h/2\pi$ to the larger quantity $Z_h/Z$, where the lower half of `Z_bounds` provides $Z>0$. The main theorem assembles these, chaining $Z\le2\pi<Z_h$ for the third claim.

## Numbers at $a=0.1$ and at $a=2$

The values below rest on a series expansion and on decimal arithmetic that Lean was never asked to verify. Writing $Z=e^{-a}\int_{-\pi}^{\pi}e^{a\cos x}dx$ and expanding, the odd powers of $\cos x$ average to zero over a period and $\cos^{2k}x$ averages to $(2k)!/(4^k(k!)^2)$, so
$$Z(a)=2\pi e^{-a}\sum_{k\ge0}\frac{(a/2)^{2k}}{(k!)^2}.$$

At $a=0.1$, below $1/(2\pi)\approx0.159$, the bounds read $5.144\le Z\le6.283$, and $Z_h=\sqrt{62.83}\approx7.927$. These alone place $Z_h/Z$ between $1.26$ and $1.55$. The series gives $Z\approx6.283\times0.9048\times1.0025\approx5.70$, a ratio near $1.39$. The bound $(\pi/2)Z_h\approx12.5$ is weaker than $2\pi$ here, and becomes the stronger of the two once $\pi^3/2a<4\pi^2$, that is for $a>\pi/8$.

Without the condition $a<1/(2\pi)$ the conclusion $Z<Z_h$ can fail. At $a=2$ the harmonic value is $Z_h=\sqrt{\pi}\approx1.772$. All terms of the series are positive, and the first four sum to $1+1+\tfrac14+\tfrac1{36}\approx2.278$, so $Z>2\pi e^{-2}\times2.277\approx1.936>Z_h$. The softness of the cosine well now outweighs the Gaussian tails, and $Z_h/Z\approx0.91$ lies below one and above $2/\pi\approx0.64$. The threshold $1/(2\pi)$ is sufficient without being sharp: at $a=0.2$ one still finds $Z\approx5.20<Z_h\approx5.60$.
